# For finitely many point charges, the Makov–Payne combination $qQ-\|p\|^2$ does not depend on the origin

Take a single charge $q$ and compute $q$ times its second radial moment. With the origin on the charge the answer is $0$; with the origin a distance $d$ away it is $q^2d^2$. A finite-size correction built from that product alone would change when the coordinates are relabelled, although nothing physical has moved. Subtracting the squared dipole moment removes the ambiguity: the single charge then gives $0$ from every origin.

This matters for charged defects in supercells. For point charges in a periodic cubic cell of side $L$, with a uniform neutralising background and conducting (tin-foil) boundary conditions, the $L^{-3}$ term of the Makov–Payne energy expansion is proportional to $qQ-\|p\|^2$. The expansion itself is not derived here; the theorems concern the moments that enter it.

## Moments of a set of point charges

The charges are labelled by a finite type `ι`, and their positions lie in a real inner-product space `E`. Ordinary three-dimensional space is one instance, and no dimension is assumed. There is no periodic cell in the model: each charge has one definite position, and replacing a single charge by a periodic image can change the moments in ways that a common shift of origin does not.

```lean
import Mathlib

open Finset

namespace MakovPayneMoments

noncomputable section

variable {ι E : Type*} [Fintype ι] [NormedAddCommGroup E] [InnerProductSpace ℝ E]
```

Charge $i$ has the real value $c_i$, written `c i`, and sits at $r_i$, written `r i`. The net charge is $q=\sum_i c_i$.

```lean
/-- The net charge `q = ∑ c i`. -/
def charge (c : ι → ℝ) : ℝ := ∑ i, c i
```

The dipole moment is the vector $p=\sum_i c_i r_i$.

```lean
/-- The dipole moment `p = ∑ c i • r i` of charges `c i` at positions `r i`. -/
def dipole (c : ι → ℝ) (r : ι → E) : E := ∑ i, c i • r i
```

The second moment is the scalar $Q=\sum_i c_i\|r_i\|^2$. It is the full radial moment, not a component of the traceless quadrupole tensor.

```lean
/-- The second radial moment `Q = ∑ c i ‖r i‖²` of the charge distribution. -/
def secondMoment (c : ι → ℝ) (r : ι → E) : ℝ := ∑ i, c i * ‖r i‖ ^ 2
```

These three combine into $qQ-\|p\|^2$. No dielectric constant, cell volume or unit-dependent prefactor is included.

```lean
/-- The Makov-Payne combination of moments, `q Q - ‖p‖²`. -/
def momentInvariant (c : ι → ℝ) (r : ι → E) : ℝ :=
  charge c * secondMoment c r - ‖dipole c r‖ ^ 2
```

When $q\neq0$, the centre of charge is $R=p/q$.

```lean
/-- The centre of charge `p / q`, meant for distributions with nonzero net charge. -/
def centre (c : ι → ℝ) (r : ι → E) : E := (charge c)⁻¹ • dipole c r
```

The sign condition used later is $c_ic_j\ge0$ for all $i,j$. It allows all charges to be nonnegative or all to be nonpositive, with zeros permitted in either case.

```lean
/-- No two of the charges have opposite signs. -/
def SameSign (c : ι → ℝ) : Prop := ∀ i j, 0 ≤ c i * c j
```

## Moving the origin

Placing the origin at $a$ replaces every $r_i$ by $r_i-a$, which in Lean is the function `fun i => r i - a`. The dipole moment becomes

$$\sum_i c_i(r_i-a)=\sum_i c_ir_i-\Big(\sum_i c_i\Big)a=p-qa.$$

The proof distributes the scalar multiplication and splits the sum in the same way.

```lean
/-- Moving the origin to `a` changes the dipole moment from `p` to `p - q a`. -/
theorem dipole_shift (c : ι → ℝ) (r : ι → E) (a : E) :
    dipole c (fun i => r i - a) = dipole c r - charge c • a := by
  simp only [dipole, charge, smul_sub, Finset.sum_sub_distrib, Finset.sum_smul]
```

For the second moment, expand each squared distance:

$$\|r_i-a\|^2=\|r_i\|^2-2\langle a,r_i\rangle+\|a\|^2.$$

Multiplying by $c_i$ and summing gives

$$Q-2\langle a,p\rangle+q\|a\|^2,$$

because $\sum_i c_i\langle a,r_i\rangle=\langle a,p\rangle$. That last identity is `h` in the proof. The sums are then merged and compared charge by charge, where `norm_sub_sq_real` supplies the expansion.

```lean
/-- Moving the origin to `a` changes the second moment from `Q` to
`Q - 2⟨a, p⟩ + q ‖a‖²`. -/
theorem secondMoment_shift (c : ι → ℝ) (r : ι → E) (a : E) :
    secondMoment c (fun i => r i - a) =
      secondMoment c r - 2 * inner ℝ a (dipole c r) + charge c * ‖a‖ ^ 2 := by
  have h : inner ℝ a (dipole c r) = ∑ i, c i * inner ℝ a (r i) := by
    simp only [dipole, inner_sum, real_inner_smul_right]
  rw [h]
  simp only [secondMoment, charge, Finset.mul_sum, Finset.sum_mul,
    ← Finset.sum_sub_distrib, ← Finset.sum_add_distrib]
  -- the identity now holds charge by charge
  refine Finset.sum_congr rfl fun i _ => ?_
  rw [norm_sub_sq_real, real_inner_comm a (r i)]
  ring
```

Now insert both laws into the combination:

$$\begin{aligned}
&q\big(Q-2\langle a,p\rangle+q\|a\|^2\big)-\|p-qa\|^2\\
&\quad=qQ-2q\langle a,p\rangle+q^2\|a\|^2-\|p\|^2+2q\langle a,p\rangle-q^2\|a\|^2\\
&\quad=qQ-\|p\|^2.
\end{aligned}$$

The linear and quadratic terms in $a$ cancel separately. This holds for every $q$, including zero. In Lean, the rewrites produce the expanded expression and `ring` performs the cancellation.

```lean
/-- The combination `q Q - ‖p‖²` does not depend on the choice of origin. -/
theorem momentInvariant_shift (c : ι → ℝ) (r : ι → E) (a : E) :
    momentInvariant c (fun i => r i - a) = momentInvariant c r := by
  unfold momentInvariant
  rw [dipole_shift, secondMoment_shift, norm_sub_sq_real, real_inner_smul_right,
    real_inner_comm a (dipole c r), norm_smul, mul_pow, Real.norm_eq_abs, sq_abs]
  ring
```

The same cancellation works component by component. In orthonormal coordinates, with $Q_{\alpha\beta}=\sum_i c_i r_{i\alpha}r_{i\beta}$, the tensor $qQ_{\alpha\beta}-p_\alpha p_\beta$ is also independent of the origin, and its trace is the scalar above; the Lean development treats only the scalar.

## The centre of charge

Suppose $q\neq0$. The dipole moment about $a$ is $p-qa$, so it vanishes exactly when $a=p/q=R$.

```lean
/-- For nonzero net charge, the dipole moment about `a` vanishes exactly when `a` is the
centre of charge. -/
theorem dipole_shift_eq_zero_iff (c : ι → ℝ) (r : ι → E) (hq : charge c ≠ 0) (a : E) :
    dipole c (fun i => r i - a) = 0 ↔ a = centre c r := by
  rw [dipole_shift, sub_eq_zero, centre, eq_inv_smul_iff₀ hq]
  exact eq_comm
```

Since the origin may be chosen freely, put it at $R$. The dipole term drops out, leaving

$$qQ-\|p\|^2=q\sum_i c_i\|r_i-R\|^2.$$

For a charged system, the combination is therefore $q$ times the second moment about the centre of charge. The proof applies the shift theorem backwards and then uses the vanishing dipole.

```lean
/-- For nonzero net charge, `q Q - ‖p‖²` equals `q` times the second moment taken about the
centre of charge. -/
theorem momentInvariant_eq_centre (c : ι → ℝ) (r : ι → E) (hq : charge c ≠ 0) :
    momentInvariant c r = charge c * secondMoment c (fun i => r i - centre c r) := by
  -- move the origin to the centre, where the dipole moment drops out
  rw [← momentInvariant_shift c r (centre c r), momentInvariant,
    (dipole_shift_eq_zero_iff c r hq _).2 rfl, norm_zero]
  ring
```

## Charges of one sign

Assume that no two charges have opposite signs. Then

$$q\,c_i=\sum_j c_jc_i\ge c_i^2,$$

since every term of the sum is nonnegative and the term $j=i$ is $c_i^2$. The lemma `Finset.single_le_sum` expresses this comparison of one term with the whole sum.

```lean
/-- If no two charges have opposite signs, the square of each charge is at most its product
with the net charge. -/
theorem sq_le_charge_mul {c : ι → ℝ} (hc : SameSign c) (i : ι) :
    c i ^ 2 ≤ charge c * c i := by
  rw [charge, Finset.sum_mul, pow_two]
  exact Finset.single_le_sum (f := fun j => c j * c i) (fun j _ => hc j i)
    (Finset.mem_univ i)
```

If $q\neq0$, the formula at the centre becomes

$$qQ-\|p\|^2=\sum_i (q\,c_i)\|r_i-R\|^2\ge0,$$

because $q\,c_i\ge c_i^2\ge0$. If $q=0$, the same inequality gives $c_i^2\le0$, so every charge is zero and the combination is zero. The proof splits into these two cases.

```lean
/-- If no two charges have opposite signs, then `q Q - ‖p‖²` is nonnegative. -/
theorem momentInvariant_nonneg {c : ι → ℝ} (hc : SameSign c) (r : ι → E) :
    0 ≤ momentInvariant c r := by
  by_cases hq : charge c = 0
  · -- zero net charge forces every charge to vanish
    have h0 : ∀ i, c i = 0 := fun i => by
      have h := sq_le_charge_mul hc i
      rw [hq, zero_mul] at h
      exact pow_eq_zero_iff two_ne_zero |>.1 (le_antisymm h (sq_nonneg _))
    simp [momentInvariant, dipole, hq, h0]
  · rw [momentInvariant_eq_centre c r hq, secondMoment, Finset.mul_sum]
    refine Finset.sum_nonneg fun i _ => ?_
    rw [← mul_assoc]
    exact mul_nonneg ((sq_nonneg _).trans (sq_le_charge_mul hc i)) (sq_nonneg _)
```

Equality has a simple geometric meaning: all nonzero charges sit at one point.

Suppose first that the combination vanishes, and take a charge with $c_i\ne0$. Then $q\,c_i\ge c_i^2>0$, so $q\neq0$. The nonnegative terms $(q\,c_i)\|r_i-R\|^2$ sum to zero, so each is zero, and hence $r_i=R$. Lean names `centre c r` as the common point from the start; if all charges are zero, any point would serve.

Conversely, if all nonzero charges sit at $x$, move the origin there. Every term of both moments has either $c_i=0$ or $r_i-x=0$, so both moments vanish. Origin independence carries the value $0$ back to the original coordinates.

```lean
/-- If no two charges have opposite signs, then `q Q - ‖p‖²` vanishes exactly when all
nonzero charges sit at one common point. -/
theorem momentInvariant_eq_zero_iff {c : ι → ℝ} (hc : SameSign c) (r : ι → E) :
    momentInvariant c r = 0 ↔ ∃ x : E, ∀ i, c i ≠ 0 → r i = x := by
  constructor
  · intro h
    refine ⟨centre c r, fun i hi => ?_⟩
    have hpos : 0 < c i ^ 2 := by positivity
    have hq : charge c ≠ 0 := by
      intro h0
      have h1 := sq_le_charge_mul hc i
      rw [h0, zero_mul] at h1
      linarith
    rw [momentInvariant_eq_centre c r hq, secondMoment, Finset.mul_sum] at h
    -- a vanishing sum of nonnegative terms vanishes term by term
    have hterm := (Finset.sum_eq_zero_iff_of_nonneg (fun j _ => by
      rw [← mul_assoc]
      exact mul_nonneg ((sq_nonneg _).trans (sq_le_charge_mul hc j))
        (sq_nonneg _))).1 h i (Finset.mem_univ i)
    have hn : ‖r i - centre c r‖ ^ 2 = 0 :=
      ((mul_eq_zero.1 hterm).resolve_left hq |> mul_eq_zero.1).resolve_left hi
    exact sub_eq_zero.1 (norm_eq_zero.1 ((pow_eq_zero_iff two_ne_zero).1 hn))
  · rintro ⟨x, hx⟩
    -- about the common point both moments vanish
    have hp : dipole c (fun i => r i - x) = 0 := by
      refine Finset.sum_eq_zero fun i _ => ?_
      by_cases hi : c i = 0
      · rw [hi, zero_smul]
      · simp [hx i hi]
    have hQ : secondMoment c (fun i => r i - x) = 0 := by
      refine Finset.sum_eq_zero fun i _ => ?_
      by_cases hi : c i = 0
      · rw [hi, zero_mul]
      · simp [hx i hi]
    rw [← momentInvariant_shift c r x, momentInvariant, hp, hQ, norm_zero]
    ring
```

## Charges of both signs

With mixed signs the combination can be negative. Put $c_0=2$ at the origin and $c_1=-1$ at $x$. Then $q=1$, $p=-x$ and $Q=-\|x\|^2$, so

$$qQ-\|p\|^2=-\|x\|^2-\|x\|^2=-2\|x\|^2,$$

which is negative whenever $x\neq0$. A set of point charges representing both nuclei and electrons thus has no sign guaranteed by the previous theorem. The proof evaluates the three moments and substitutes them.

```lean
/-- A charge `2` at the origin and a charge `-1` at `x` give `q Q - ‖p‖² = -2 ‖x‖²`. -/
theorem momentInvariant_mixed_signs (x : E) :
    momentInvariant (![2, -1] : Fin 2 → ℝ) (![0, x] : Fin 2 → E) = -2 * ‖x‖ ^ 2 := by
  have hq : charge (![2, -1] : Fin 2 → ℝ) = 1 := by
    norm_num [charge, Fin.sum_univ_two]
  have hp : dipole (![2, -1] : Fin 2 → ℝ) (![0, x] : Fin 2 → E) = -x := by
    simp [dipole, Fin.sum_univ_two]
  have hQ : secondMoment (![2, -1] : Fin 2 → ℝ) (![0, x] : Fin 2 → E) = -‖x‖ ^ 2 := by
    simp [secondMoment, Fin.sum_univ_two]
  rw [momentInvariant, hq, hp, hQ, norm_neg]
  ring

end

end MakovPayneMoments
```

```lean
#print axioms MakovPayneMoments.momentInvariant_shift
-- 'MakovPayneMoments.momentInvariant_shift' depends on axioms: [propext, Classical.choice, Quot.sound]
#print axioms MakovPayneMoments.momentInvariant_nonneg
-- 'MakovPayneMoments.momentInvariant_nonneg' depends on axioms: [propext, Classical.choice, Quot.sound]
#print axioms MakovPayneMoments.momentInvariant_eq_zero_iff
-- 'MakovPayneMoments.momentInvariant_eq_zero_iff' depends on axioms: [propext, Classical.choice, Quot.sound]
#print axioms MakovPayneMoments.momentInvariant_mixed_signs
-- 'MakovPayneMoments.momentInvariant_mixed_signs' depends on axioms: [propext, Classical.choice, Quot.sound]
```
